# Steffensen iteration converges at least quadratically near a smooth scalar fixed point with multiplier other than 1

The fixed-point map is taken to be a real function of one real variable, with the fixed point at the origin and everything beyond the linear term collected into one factor:

$$F(x) = l\,x + x^2 g(x), \qquad g \text{ continuous at } 0.$$

Here $x$ is the error, the deviation of the iterate from its self-consistent value. The multiplier $l$ is the linear response of the output to the input, and $g(0)$ is the curvature coefficient. Constant $g = c$ gives the quadratic map $lx + cx^2$. In a self-consistent-field calculation reduced to a single parameter, $|l|>1$ means that every unmixed step taken close enough to the solution, but not at it, moves away from it; the results below show that iterated Aitken extrapolation still converges there from a close enough start.

```lean
import Mathlib

open Filter Topology

namespace SteffensenAcceleration

noncomputable section
```

In Lean, `l` is a real number and `g` an arbitrary real function. Continuity at 0 is not part of the definition; the theorems that use it state it as a hypothesis.

```lean
/-- A fixed-point map with fixed point `0`, multiplier `l` and nonlinear part `x² g(x)`. -/
def curvedMap (l : ℝ) (g : ℝ → ℝ) (x : ℝ) : ℝ := l * x + x ^ 2 * g x
```

## Extrapolating from three iterates

Aitken extrapolation treats the deviations of $x$, $F(x)$, $F(F(x))$ from an unknown fixed point as a geometric sequence and solves for that point. Its denominator is the second difference

$$D(x) = F(F(x)) - 2F(x) + x.$$

```lean
/-- The second difference of the three successive iterates `x`, `F(x)`, `F(F(x))`. -/
def secondDiff (F : ℝ → ℝ) (x : ℝ) : ℝ := F (F x) - 2 * F x + x
```

The Steffensen map takes the extrapolated value as the next iterate:

$$S(x) = x - \frac{(F(x)-x)^2}{D(x)}.$$

In code, one such step costs two evaluations of $F$. The fixed point need not be known: shifting the origin leaves all the differences unchanged and shifts $S$ by the same amount. For $l=-3$, $c=1$ and $x=0.1$, a plain step gives $-0.29$, while the Steffensen step gives about $0.0069$.

```lean
/-- The Steffensen map: Aitken extrapolation from `x`, `F(x)` and `F(F(x))`. -/
def steffensen (F : ℝ → ℝ) (x : ℝ) : ℝ := x - (F x - x) ^ 2 / secondDiff F x
```

## A factor of the error in the denominator

Write $a = l + x g(x)$ and $G = g(F(x))$, so that $F(x) = xa$ and $F(F(x)) = lxa + x^2a^2G$. Then

$$D(x) = x\,\bigl(la + xa^2G - 2a + 1\bigr) = x\,E(x),$$

$$E(x) = (l-1)^2 + x\bigl((l-2)g(x) + a^2 G\bigr).$$

The function $E$ is `reducedDenom`.

```lean
/-- The second difference of `curvedMap` with one factor of the error `x` removed. -/
def reducedDenom (l : ℝ) (g : ℝ → ℝ) (x : ℝ) : ℝ :=
  (l - 1) ^ 2 + x * ((l - 2) * g x + (l + x * g x) ^ 2 * g (curvedMap l g x))
```

The factorisation holds for every $x$ and needs no continuity. In the proof, `generalize` replaces $g(F(x))$ by a symbol, so that rewriting $F(x)$ as $xa$ does not also change the argument of $g$; `ring` then does the algebra.

```lean
/-- The second difference is the error `x` times the reduced denominator. -/
theorem secondDiff_factor (l : ℝ) (g : ℝ → ℝ) (x : ℝ) :
    secondDiff (curvedMap l g) x = x * reducedDenom l g x := by
  have h : curvedMap l g (curvedMap l g x)
      = l * curvedMap l g x + (curvedMap l g x) ^ 2 * g (curvedMap l g x) := rfl
  have h' : curvedMap l g x = x * (l + x * g x) := by
    unfold curvedMap
    ring
  unfold secondDiff reducedDenom
  rw [h]
  generalize g (curvedMap l g x) = G
  rw [h']
  ring
```

## The exact error formula

Since $F(x)-x = x(a-1)$, for $x \neq 0$ and $E(x)\neq 0$

$$S(x) = x - \frac{x(a-1)^2}{E(x)} = x\,\frac{E(x)-(a-1)^2}{E(x)}.$$

Expanding the numerator gives

$$E(x)-(a-1)^2 = x\bigl(a^2G - l g(x) - x g(x)^2\bigr) = x\,a\,\bigl(aG - g(x)\bigr),$$

and therefore

$$\frac{S(x)}{x^2} = \frac{a\,(aG-g(x))}{E(x)}.$$

This is exact, with no higher-order terms discarded. For $l\neq1$, keeping only the leading term $x(l-1)^2$ of the denominator is not enough in general. Dropping the next term gives the coefficient $-2g(0)/(l-1)$ in place of the correct $g(0)\,l/(l-1)$; the two agree only if $l=-2$ or $g(0)=0$.

In the proof, `key` is the numerator identity, `hres` the residual $F(x)-x$, and `hq` the cancellation of one factor $x$.

```lean
/-- Exact error formula: if the error `x` and the reduced denominator are nonzero, the new error
divided by `x²` is an explicit quotient. -/
theorem steffensen_error (l : ℝ) (g : ℝ → ℝ) {x : ℝ} (hx : x ≠ 0)
    (hE : reducedDenom l g x ≠ 0) :
    steffensen (curvedMap l g) x / x ^ 2 =
      (l + x * g x) * ((l + x * g x) * g (curvedMap l g x) - g x) / reducedDenom l g x := by
  have key : reducedDenom l g x - (l - 1 + x * g x) ^ 2 =
      x * ((l + x * g x) * ((l + x * g x) * g (curvedMap l g x) - g x)) := by
    unfold reducedDenom
    ring
  have hres : curvedMap l g x - x = x * (l - 1 + x * g x) := by
    unfold curvedMap
    ring
  have hq : (x * (l - 1 + x * g x)) ^ 2 / (x * reducedDenom l g x) =
      x * (l - 1 + x * g x) ^ 2 / reducedDenom l g x := by
    rw [div_eq_div_iff (mul_ne_zero hx hE) hE]
    ring
  rw [steffensen, secondDiff_factor, hres, hq, div_eq_div_iff (pow_ne_zero 2 hx) hE,
    sub_mul, div_mul_cancel₀ _ hE]
  linear_combination x * key
```

## The limit at the fixed point

As $x\to0$, $F(x)\to0$, so continuity of $g$ at 0 gives $G = g(F(x)) \to g(0)$.

```lean
/-- If `g` is continuous at the fixed point, so is `g` evaluated after one step of the map. -/
theorem tendsto_after_step (l : ℝ) {g : ℝ → ℝ} (hg : ContinuousAt g 0) :
    Tendsto (fun x => g (curvedMap l g x)) (𝓝 0) (𝓝 (g 0)) := by
  have hx : Tendsto (fun x : ℝ => x) (𝓝 0) (𝓝 0) := tendsto_id
  have h : Tendsto (fun x => l * x + x ^ 2 * g x) (𝓝 0) (𝓝 (l * 0 + 0 ^ 2 * g 0)) :=
    (hx.const_mul l).add ((hx.pow 2).mul hg.tendsto)
  have e : l * 0 + 0 ^ 2 * g 0 = 0 := by ring
  rw [e] at h
  exact hg.tendsto.comp h
```

The bracket multiplying $x$ in $E(x)$ has a finite limit, so $E(x)\to(l-1)^2$.

```lean
/-- The reduced denominator tends to `(l - 1)²` at the fixed point. -/
theorem tendsto_reducedDenom (l : ℝ) {g : ℝ → ℝ} (hg : ContinuousAt g 0) :
    Tendsto (reducedDenom l g) (𝓝 0) (𝓝 ((l - 1) ^ 2)) := by
  have hx : Tendsto (fun x : ℝ => x) (𝓝 0) (𝓝 0) := tendsto_id
  have h : Tendsto (fun x => (l - 1) ^ 2 +
      x * ((l - 2) * g x + (l + x * g x) ^ 2 * g (curvedMap l g x))) (𝓝 0)
      (𝓝 ((l - 1) ^ 2 + 0 * ((l - 2) * g 0 + (l + 0 * g 0) ^ 2 * g 0))) :=
    tendsto_const_nhds.add (hx.mul ((hg.tendsto.const_mul _).add
      (((tendsto_const_nhds.add (hx.mul hg.tendsto)).pow 2).mul (tendsto_after_step l hg))))
  rw [zero_mul, add_zero] at h
  exact h
```

If $l\neq1$, this limit is nonzero. The condition means that the residual $F(x)-x$ crosses zero with nonzero slope, so the self-consistent solution is isolated. With $a\to l$,

$$\frac{S(x)}{x^2} \to \frac{l\,(l\,g(0)-g(0))}{(l-1)^2} = \frac{g(0)\,l}{l-1}.$$

The filter `𝓝[≠] 0` in the statement means that $x$ approaches 0 through nonzero values; at $x=0$ the Aitken formula reads $0/0$. The proof computes the limit of the exact quotient, then uses `congr'` to transfer it to $S(x)/x^2$, because the two agree at all nonzero points where $E\neq0$, hence at all nonzero points near 0.

```lean
/-- For multiplier `l ≠ 1`, the Steffensen error divided by the squared old error tends to
`g(0) l / (l - 1)` at the fixed point. -/
theorem steffensen_quadratic {l : ℝ} (hl : l ≠ 1) {g : ℝ → ℝ} (hg : ContinuousAt g 0) :
    Tendsto (fun x => steffensen (curvedMap l g) x / x ^ 2) (𝓝[≠] 0)
      (𝓝 (g 0 * l / (l - 1))) := by
  have hm : l - 1 ≠ 0 := sub_ne_zero.2 hl
  have hx : Tendsto (fun x : ℝ => x) (𝓝 0) (𝓝 0) := tendsto_id
  have hE := tendsto_reducedDenom l hg
  have hA : Tendsto (fun x => l + x * g x) (𝓝 0) (𝓝 (l + 0 * g 0)) :=
    tendsto_const_nhds.add (hx.mul hg.tendsto)
  have hQ := (hA.mul ((hA.mul (tendsto_after_step l hg)).sub hg.tendsto)).div hE
    (pow_ne_zero 2 hm)
  have e : (l + 0 * g 0) * ((l + 0 * g 0) * g 0 - g 0) / (l - 1) ^ 2
      = g 0 * l / (l - 1) := by
    rw [div_eq_div_iff (pow_ne_zero 2 hm) hm]
    ring
  rw [e] at hQ
  -- the exact error formula holds at all nonzero points close to the fixed point
  refine (hQ.mono_left nhdsWithin_le_nhds).congr' ?_
  filter_upwards [self_mem_nhdsWithin,
    (hE.eventually_ne (pow_ne_zero 2 hm)).filter_mono nhdsWithin_le_nhds] with x h0 h1
  exact (steffensen_error l g h0 h1).symm
```

For $g=c$ the limit is $cl/(l-1)$. If $c\,l=0$ it is zero, and the error shrinks faster than quadratically.

```lean
/-- For `F(x) = l x + c x²` with `l ≠ 1`, the ratio `S(x)/x²` tends to `c l / (l - 1)`. -/
theorem steffensen_quadratic_map {l : ℝ} (hl : l ≠ 1) (c : ℝ) :
    Tendsto (fun x => steffensen (fun y => l * y + c * y ^ 2) x / x ^ 2) (𝓝[≠] 0)
      (𝓝 (c * l / (l - 1))) := by
  have e : (fun y : ℝ => l * y + c * y ^ 2) = curvedMap l (fun _ => c) := by
    funext y
    unfold curvedMap
    ring
  rw [e]
  exact steffensen_quadratic hl (g := fun _ => c) continuousAt_const
```

## Plain iteration moves away when $|l|>1$

A plain step multiplies the error by $a$:

$$|F(x)| = |x|\,|l + xg(x)|, \qquad |l+xg(x)|\to|l|.$$

If $|l|>1$, the factor exceeds 1 for all sufficiently small nonzero $x$. The statement concerns single steps near the fixed point and says nothing about where the iteration goes afterwards.

```lean
/-- If `|l| > 1`, one plain step of the map increases every sufficiently small nonzero error. -/
theorem plain_step_repels {l : ℝ} (hl : 1 < |l|) {g : ℝ → ℝ} (hg : ContinuousAt g 0) :
    ∀ᶠ x in 𝓝[≠] (0 : ℝ), |x| < |curvedMap l g x| := by
  have hx : Tendsto (fun x : ℝ => x) (𝓝 0) (𝓝 0) := tendsto_id
  have hA : Tendsto (fun x => l + x * g x) (𝓝 0) (𝓝 (l + 0 * g 0)) :=
    tendsto_const_nhds.add (hx.mul hg.tendsto)
  rw [zero_mul, add_zero] at hA
  filter_upwards [self_mem_nhdsWithin,
    (hA.abs.eventually_const_lt hl).filter_mono nhdsWithin_le_nhds] with x h0 h1
  have e : curvedMap l g x = x * (l + x * g x) := by
    unfold curvedMap
    ring
  rw [e, abs_mul]
  exact lt_mul_of_one_lt_right (abs_pos.2 h0) h1
```

## Convergence of the whole sequence

Let $u_n$ be the successive errors. While $u_n\neq0$, the next one is $S(u_n)$; once the fixed point is hit, the sequence stays there. Choose

$$K = \left|\frac{g(0)\,l}{l-1}\right| + 1.$$

By the limit above, there is an interval centred at 0 in which every nonzero $x$ satisfies $|S(x)| \le Kx^2$ and $E(x)\neq0$. Start inside it, with $|u_0|<1/(2K)$ as well. Then

$$|u_{n+1}| \le K u_n^2 \le \tfrac12 |u_n|,$$

so the sequence never leaves the interval, and $|u_n|\le 2^{-n}|u_0|\to0$.

The theorem provides one $\delta$ and one $K$ valid for all such sequences with $|u_0|<\delta$. It concludes that the denominator is nonzero at every nonzero iterate, that each error is at most $K$ times the square of the previous one, and that the errors tend to 0. The induction `hall` carries the interval condition and the halving bound together, and `squeeze_zero_norm` gives the limit.

The result is local and assumes exact arithmetic. In floating point, when the fixed point is at a nonzero value, the second difference is a small difference of nearly equal numbers close to convergence, so a program should stop on a small residual before dividing. Vector-valued problems, such as mixing a full density, are not covered.

```lean
/-- For `l ≠ 1`, Steffensen iterations started close enough to the fixed point, and stopped if
they hit it, have nonzero denominators, quadratically bounded errors and limit `0`. -/
theorem steffensen_converges {l : ℝ} (hl : l ≠ 1) {g : ℝ → ℝ} (hg : ContinuousAt g 0) :
    ∃ δ > 0, ∃ K > 0, ∀ u : ℕ → ℝ, |u 0| < δ →
      (∀ n, u n ≠ 0 → u (n + 1) = steffensen (curvedMap l g) (u n)) →
      (∀ n, u n = 0 → u (n + 1) = 0) →
      (∀ n, u n ≠ 0 → secondDiff (curvedMap l g) (u n) ≠ 0) ∧
      (∀ n, |u (n + 1)| ≤ K * u n ^ 2) ∧ Tendsto u atTop (𝓝 0) := by
  obtain ⟨K, hK, h1⟩ : ∃ K > 0, ∀ᶠ x in 𝓝[≠] (0 : ℝ),
      |steffensen (curvedMap l g) x / x ^ 2| < K :=
    ⟨|g 0 * l / (l - 1)| + 1, by positivity,
      (steffensen_quadratic hl hg).abs.eventually_lt_const (lt_add_one _)⟩
  have h2 := ((tendsto_reducedDenom l hg).eventually_ne
    (pow_ne_zero 2 (sub_ne_zero.2 hl))).filter_mono (nhdsWithin_le_nhds (s := {0}ᶜ))
  obtain ⟨δ, hδ, hb⟩ := Metric.eventually_nhds_iff.1 (eventually_nhdsWithin_iff.1 (h1.and h2))
  refine ⟨min δ (1 / (2 * K)), lt_min hδ (by positivity), K, hK, fun u h0 hstep hstop => ?_⟩
  have hloc : ∀ n, |u n| < δ → u n ≠ 0 → _ := fun n hn hne =>
    hb (y := u n) (by simpa [Real.dist_eq] using hn) hne
  have hq : ∀ n, |u n| < δ → |u (n + 1)| ≤ K * u n ^ 2 := by
    intro n hn
    by_cases hz : u n = 0
    · rw [hstop n hz, hz]
      simp
    · have h3 := (hloc n hn hz).1
      rw [abs_div, abs_of_nonneg (sq_nonneg (u n)), div_lt_iff₀ (by positivity)] at h3
      rw [hstep n hz]
      exact h3.le
  -- inside the chosen interval every step at least halves the error
  have hall : ∀ n, |u n| < δ ∧ |u n| * (2 * K) < 1 ∧ |u n| ≤ (1 / 2) ^ n * |u 0| := by
    intro n
    induction n with
    | zero =>
      exact ⟨h0.trans_le (min_le_left _ _),
        (lt_div_iff₀ (by positivity)).1 (h0.trans_le (min_le_right _ _)), by simp⟩
    | succ n ih =>
      obtain ⟨i1, i2, i3⟩ := ih
      have hp := abs_nonneg (u n)
      have hhalf : |u (n + 1)| ≤ |u n| / 2 := by
        have h3 := hq n i1
        rw [← sq_abs (u n)] at h3
        nlinarith [mul_nonneg hp (sub_nonneg.2 i2.le)]
      have hle : |u (n + 1)| ≤ |u n| := by linarith
      refine ⟨hle.trans_lt i1,
        (mul_le_mul_of_nonneg_right hle (by positivity)).trans_lt i2, ?_⟩
      rw [pow_succ]
      linarith
  refine ⟨fun n hn => ?_, fun n => hq n (hall n).1, ?_⟩
  · rw [secondDiff_factor]
    exact mul_ne_zero hn (hloc n (hall n).1 hn).2
  · have ht : Tendsto (fun n : ℕ => (1 / 2 : ℝ) ^ n * |u 0|) atTop (𝓝 (0 * |u 0|)) :=
      (tendsto_pow_atTop_nhds_zero_of_lt_one (by norm_num) (by norm_num)).mul_const _
    rw [zero_mul] at ht
    exact squeeze_zero_norm (fun n => (hall n).2.2) ht

end

end SteffensenAcceleration
```

```lean
#print axioms SteffensenAcceleration.steffensen_quadratic_map
#print axioms SteffensenAcceleration.plain_step_repels
#print axioms SteffensenAcceleration.steffensen_converges
```

```
'SteffensenAcceleration.steffensen_quadratic_map' depends on axioms: [propext, Classical.choice, Quot.sound]
'SteffensenAcceleration.plain_step_repels' depends on axioms: [propext, Classical.choice, Quot.sound]
'SteffensenAcceleration.steffensen_converges' depends on axioms: [propext, Classical.choice, Quot.sound]
```
